# Self-consistent blocking energies lie between the normal-state and quasiparticle energies in a finite mean-field pairing model

## Levels, pairing field and blocking

Take finitely many doubly degenerate levels with real energies ξ_k, measured from a fixed Fermi level. The coupling g > 0 is attractive, and the pairing field D is real and the same for all levels. Define

E_k(D) = √(ξ_k² + D²)

F(D) = D²/g + Σ_k (ξ_k − E_k(D)).

E_k(D) is the quasiparticle energy, which reduces to |ξ_k| in the normal state, D = 0. F is the mean-field energy with every level open to pairs. Let D₀ minimise F over the reals.

An unpaired particle in level j contributes ξ_j and closes that level to pairs. The blocked energy is therefore

F_j(D) = ξ_j + D²/g + Σ_{k≠j} (ξ_k − E_k(D)) = F(D) + E_j(D).

The blocking energy lets the field readjust:

B_j = inf_D F_j(D) − F(D₀).

## Bounds on the relaxed excitation

The result is

|ξ_j| ≤ B_j ≤ E_j(D₀),

with both inequalities strict if D₀ ≠ 0. In that case every minimiser D₁ of F_j also satisfies |D₁| < |D₀|: blocking weakens the pairing field. Within this finite mean-field model, using E_j(D₀) as the excitation energy thus never underestimates the self-consistent value.

In Lean, `ι` labels the levels, `qpEnergy` is E_k, and `pairingEnergy g ξ s` is the energy with the levels in `s` open to pairs. F uses `univ`; `blockedEnergy` uses `univ.erase j` and adds `ξ j`. The hypothesis `hmin` says that D₀ is a global minimiser. Every nonzero stationary point of F is one, because F is convex in D²; D₀ = 0 can be stationary without being one. `blockingEnergy_bounds` states the bounds and `blocked_gap_lt` the reduction of the field.

The energy functional is taken as given, not derived from a many-body Hamiltonian. The Fermi level stays fixed under blocking, and particle number is not constrained.

## Derivation by comparing two minima

**A minimum exists.** Let n levels be open to pairs. Since E_k(D) ≤ |ξ_k| + |D|, the energy at D exceeds that at zero by at least D²/g − n|D|, which is nonnegative for |D| ≥ gn. A minimum on [−gn, gn], which exists by continuity, is therefore global. Applied to the levels other than j, this gives a minimiser D₁ of F_j, and

B_j = F(D₁) − F(D₀) + E_j(D₁).

**The bounds.** F(D₁) ≥ F(D₀) and E_j(D₁) ≥ |ξ_j| give the lower one. F_j(D₁) ≤ F_j(D₀) gives the upper one.

**Strict upper bound.** Let D₀ ≠ 0. If D₀ also minimised F_j, then F and F + E_j would both be stationary there. Their difference would have zero slope, but E_j′(D₀) = D₀/E_j(D₀) ≠ 0.

**Strict lower bound.** If D₁ ≠ 0, then E_j(D₁) > |ξ_j|. If D₁ = 0, choose t² = D₀²/2. Then

E_k(t)² = (ξ_k² + E_k(D₀)²)/2 > ((|ξ_k| + E_k(D₀))/2)²,

because |ξ_k| ≠ E_k(D₀). Taking roots and summing over k gives F(t) < (F(0) + F(D₀))/2. Since F(D₀) ≤ F(t), it follows that F(D₀) < F(0), and B_j > |ξ_j|.

**Weaker field.** For D₀ ≠ 0 and any minimiser D₁ of F_j,

F(D₁) + E_j(D₁) < F(D₀) + E_j(D₀) ≤ F(D₁) + E_j(D₀).

Hence E_j(D₁) < E_j(D₀), so |D₁| < |D₀|.

## One level, and a field that is not a minimiser

With a single level of energy ξ, blocking leaves ξ + D²/g, minimised at D = 0. If g > 2|ξ|, then E(D₀) = g/2 and

B = g/4 + ξ²/g,

strictly between |ξ| and g/2. If g ≤ 2|ξ|, then D₀ = 0 and B = |ξ|.

The lower bound can fail if D₀ is not a minimiser. For ξ = 0 and g = 1, inserting D₀ = 2 gives F(D₀) = 4 − 2 = 2 and B = −2 < |ξ|.

## The Lean file

```lean
import Mathlib

open Finset

namespace SelfConsistentBlocking

noncomputable section

variable {ι : Type*}

/-- Quasiparticle energy of a level at energy `x` from the Fermi level, for pairing field `D`. -/
def qpEnergy (x D : ℝ) : ℝ := Real.sqrt (x ^ 2 + D ^ 2)

/-- Mean-field energy at pairing field `D` when the levels in `s` are open to pairs. -/
def pairingEnergy (g : ℝ) (ξ : ι → ℝ) (s : Finset ι) (D : ℝ) : ℝ :=
  D ^ 2 / g + ∑ k ∈ s, (ξ k - qpEnergy (ξ k) D)

/-- The squared quasiparticle energy is the sum of the squares of level energy and pairing field. -/
theorem qpEnergy_sq (x D : ℝ) : qpEnergy x D ^ 2 = x ^ 2 + D ^ 2 :=
  Real.sq_sqrt (by positivity)

/-- Without a pairing field the quasiparticle energy is the distance to the Fermi level. -/
theorem qpEnergy_zero (x : ℝ) : qpEnergy x 0 = |x| := by
  simp [qpEnergy, Real.sqrt_sq_eq_abs]

/-- A nonzero pairing field raises the quasiparticle energy above the normal-state value. -/
theorem abs_lt_qpEnergy (x : ℝ) {D : ℝ} (hD : D ≠ 0) : |x| < qpEnergy x D := by
  have hp : 0 < D ^ 2 := by positivity
  refine lt_of_pow_lt_pow_left₀ 2 (Real.sqrt_nonneg _) ?_
  rw [qpEnergy_sq, sq_abs]
  linarith

/-- For a nonzero field `D`, the quasiparticle energy at a field `t` with half the squared value
exceeds the mean of its values at zero field and at `D`. -/
theorem qpEnergy_midpoint (x : ℝ) {D t : ℝ} (hD : D ≠ 0) (ht : t ^ 2 = D ^ 2 / 2) :
    (|x| + qpEnergy x D) / 2 < qpEnergy x t := by
  have hpos : 0 < (qpEnergy x D - |x|) ^ 2 := pow_pos (sub_pos.2 (abs_lt_qpEnergy x hD)) 2
  refine lt_of_pow_lt_pow_left₀ 2 (Real.sqrt_nonneg _) ?_
  rw [qpEnergy_sq, ht]
  nlinarith [sq_abs x, qpEnergy_sq x D]

/-- For an attractive coupling `g > 0` the mean-field energy has a minimiser,
whichever finite set of levels is open to pairs. -/
theorem exists_minimiser {g : ℝ} (hg : 0 < g) (ξ : ι → ℝ) (s : Finset ι) :
    ∃ D₁, ∀ D, pairingEnergy g ξ s D₁ ≤ pairingEnergy g ξ s D := by
  have hR : 0 ≤ g * (s.card : ℝ) := by positivity
  have hc : Continuous (pairingEnergy g ξ s) := by
    show Continuous (fun D : ℝ => D ^ 2 / g + ∑ k ∈ s, (ξ k - Real.sqrt (ξ k ^ 2 + D ^ 2)))
    fun_prop
  obtain ⟨D₁, -, h₁⟩ := (isCompact_Icc :
    IsCompact (Set.Icc (-(g * (s.card : ℝ))) (g * (s.card : ℝ)))).exists_isMinOn
      ⟨0, ⟨by linarith, hR⟩⟩ hc.continuousOn
  have hmin := isMinOn_iff.mp h₁
  refine ⟨D₁, fun D => ?_⟩
  by_cases hD : |D| ≤ g * (s.card : ℝ)
  · exact hmin D (abs_le.mp hD)
  -- outside the interval the quadratic cost exceeds the pairing gain
  · refine (hmin 0 ⟨by linarith, hR⟩).trans ?_
    have hq : ∀ x : ℝ, qpEnergy x D ≤ |x| + |D| := fun x =>
      Real.sqrt_le_iff.2 ⟨by positivity, by
        nlinarith [sq_abs x, sq_abs D, mul_nonneg (abs_nonneg x) (abs_nonneg D)]⟩
    have hs : ∑ k ∈ s, (ξ k - qpEnergy (ξ k) 0)
        ≤ ∑ k ∈ s, ((ξ k - qpEnergy (ξ k) D) + |D|) :=
      Finset.sum_le_sum fun k _ => by
        rw [qpEnergy_zero]
        linarith [hq (ξ k)]
    rw [Finset.sum_add_distrib, Finset.sum_const, nsmul_eq_mul] at hs
    have hb : (s.card : ℝ) * |D| ≤ D ^ 2 / g := by
      rw [le_div_iff₀ hg]
      nlinarith [mul_le_mul_of_nonneg_right (not_le.1 hD).le (abs_nonneg D), sq_abs D]
    have hz : (0 : ℝ) ^ 2 / g = 0 := by simp
    unfold pairingEnergy
    linarith

variable [Fintype ι] [DecidableEq ι]

/-- Mean-field energy with level `j` blocked: one unpaired particle sits in `j`,
and pairs use only the other levels. -/
def blockedEnergy (g : ℝ) (ξ : ι → ℝ) (j : ι) (D : ℝ) : ℝ :=
  ξ j + pairingEnergy g ξ (univ.erase j) D

/-- Self-consistent blocking energy: the blocked energy, minimised over its own pairing field,
minus the unblocked energy at field `D₀`. -/
def blockingEnergy (g : ℝ) (ξ : ι → ℝ) (j : ι) (D₀ : ℝ) : ℝ :=
  (⨅ D, blockedEnergy g ξ j D) - pairingEnergy g ξ univ D₀

/-- At a fixed pairing field, blocking level `j` costs exactly its quasiparticle energy. -/
theorem blockedEnergy_eq (g : ℝ) (ξ : ι → ℝ) (j : ι) (D : ℝ) :
    blockedEnergy g ξ j D = pairingEnergy g ξ univ D + qpEnergy (ξ j) D := by
  have h : (ξ j - qpEnergy (ξ j) D) + ∑ k ∈ univ.erase j, (ξ k - qpEnergy (ξ k) D)
      = ∑ k, (ξ k - qpEnergy (ξ k) D) :=
    Finset.add_sum_erase univ (fun k => ξ k - qpEnergy (ξ k) D) (mem_univ j)
  unfold blockedEnergy pairingEnergy
  linarith

/-- If a nonzero field `D₀` minimises the unblocked energy, then some other field
gives a lower blocked energy than `D₀` does. -/
theorem exists_relaxation {g : ℝ} {ξ : ι → ℝ} (j : ι) {D₀ : ℝ} (hD : D₀ ≠ 0)
    (hmin : ∀ D, pairingEnergy g ξ univ D₀ ≤ pairingEnergy g ξ univ D) :
    ∃ D, blockedEnergy g ξ j D < blockedEnergy g ξ j D₀ := by
  by_contra hcon
  have hb : ∀ D, blockedEnergy g ξ j D₀ ≤ blockedEnergy g ξ j D :=
    fun D => not_lt.1 fun h => hcon ⟨D, h⟩
  have hq : ∀ x : ℝ, HasDerivAt (qpEnergy x) (D₀ / qpEnergy x D₀) D₀ := by
    intro x
    have h1 : HasDerivAt (fun D : ℝ => x ^ 2 + D ^ 2) (2 * D₀) D₀ := by
      simpa using (hasDerivAt_pow 2 D₀).const_add (x ^ 2)
    have hne : x ^ 2 + D₀ ^ 2 ≠ 0 := by positivity
    have h2 : HasDerivAt (qpEnergy x) (2 * D₀ / (2 * qpEnergy x D₀)) D₀ := h1.sqrt hne
    rwa [mul_div_mul_left _ _ (two_ne_zero)] at h2
  have hs : HasDerivAt (fun D => ∑ k, (ξ k - qpEnergy (ξ k) D))
      (∑ k, -(D₀ / qpEnergy (ξ k) D₀)) D₀ :=
    HasDerivAt.fun_sum fun k _ => (hq (ξ k)).const_sub (ξ k)
  have hF : HasDerivAt (pairingEnergy g ξ univ) _ D₀ :=
    ((hasDerivAt_pow 2 D₀).div_const g).fun_add hs
  -- both functionals would be stationary at `D₀`, hence so would their difference
  have hl : IsLocalMin (pairingEnergy g ξ univ) D₀ := Filter.Eventually.of_forall hmin
  have hl' : IsLocalMin (fun D => pairingEnergy g ξ univ D + qpEnergy (ξ j) D) D₀ :=
    Filter.Eventually.of_forall fun D => by simpa only [blockedEnergy_eq] using hb D
  have f0 := hl.hasDerivAt_eq_zero hF
  have b0 := hl'.hasDerivAt_eq_zero (hF.fun_add (hq (ξ j)))
  have hz : D₀ / qpEnergy (ξ j) D₀ = 0 := by linarith
  have hpos : 0 < qpEnergy (ξ j) D₀ := (abs_nonneg _).trans_lt (abs_lt_qpEnergy (ξ j) hD)
  exact div_ne_zero hD hpos.ne' hz

/-- For `g > 0` and a field `D₀` that minimises the unblocked energy, the self-consistent blocking
energy lies between the normal-state excitation energy `|ξ j|` and the quasiparticle energy at `D₀`,
strictly so when `D₀` is nonzero. -/
theorem blockingEnergy_bounds {g : ℝ} (hg : 0 < g) {ξ : ι → ℝ} (j : ι) {D₀ : ℝ}
    (hmin : ∀ D, pairingEnergy g ξ univ D₀ ≤ pairingEnergy g ξ univ D) :
    |ξ j| ≤ blockingEnergy g ξ j D₀ ∧ blockingEnergy g ξ j D₀ ≤ qpEnergy (ξ j) D₀ ∧
    (D₀ ≠ 0 → |ξ j| < blockingEnergy g ξ j D₀ ∧
      blockingEnergy g ξ j D₀ < qpEnergy (ξ j) D₀) := by
  -- the infimum is attained at some field `D₁`
  obtain ⟨D₁, h₁⟩ := exists_minimiser hg ξ (univ.erase j)
  have hb : ∀ D, blockedEnergy g ξ j D₁ ≤ blockedEnergy g ξ j D := fun D => by
    unfold blockedEnergy
    linarith [h₁ D]
  have he : (⨅ D, blockedEnergy g ξ j D) = blockedEnergy g ξ j D₁ :=
    le_antisymm (ciInf_le ⟨_, by rintro _ ⟨D, rfl⟩; exact hb D⟩ D₁) (le_ciInf hb)
  have hB : blockingEnergy g ξ j D₀ = blockedEnergy g ξ j D₁ - pairingEnergy g ξ univ D₀ := by
    unfold blockingEnergy
    rw [he]
  have e₀ := blockedEnergy_eq g ξ j D₀
  have e₁ := blockedEnergy_eq g ξ j D₁
  have ha : |ξ j| ≤ qpEnergy (ξ j) D₁ :=
    Real.abs_le_sqrt (by linarith [sq_nonneg D₁])
  refine ⟨by linarith [hmin D₁], by linarith [hb D₀], fun hD => ⟨?_, ?_⟩⟩
  · rcases eq_or_ne D₁ 0 with h0 | h0
    · -- zero field cannot also minimise the unblocked energy, by strict concavity
      have ht : (D₀ / Real.sqrt 2) ^ 2 = D₀ ^ 2 / 2 := by
        rw [div_pow, Real.sq_sqrt (by norm_num)]
      obtain ⟨t, ht⟩ : ∃ t : ℝ, t ^ 2 = D₀ ^ 2 / 2 := ⟨_, ht⟩
      have hs : ∑ k, 2 * (ξ k - qpEnergy (ξ k) t)
          < ∑ k, ((ξ k - qpEnergy (ξ k) 0) + (ξ k - qpEnergy (ξ k) D₀)) :=
        Finset.sum_lt_sum_of_nonempty ⟨j, mem_univ j⟩ fun k _ => by
          rw [qpEnergy_zero]
          linarith [qpEnergy_midpoint (ξ k) hD ht]
      rw [← Finset.mul_sum, Finset.sum_add_distrib] at hs
      have htg : t ^ 2 / g = D₀ ^ 2 / g / 2 := by rw [ht]; ring
      have hz : (0 : ℝ) ^ 2 / g = 0 := by simp
      have hlt : pairingEnergy g ξ univ D₀ < pairingEnergy g ξ univ 0 := by
        have hm := hmin t
        unfold pairingEnergy at hm ⊢
        linarith
      rw [← h0] at hlt
      linarith
    · linarith [hmin D₁, abs_lt_qpEnergy (ξ j) h0]
  · obtain ⟨D₂, h₂⟩ := exists_relaxation j hD hmin
    linarith [hb D₂]

/-- If the unblocked minimiser `D₀` is nonzero, every minimiser of the blocked energy
has a strictly smaller magnitude. -/
theorem blocked_gap_lt {g : ℝ} {ξ : ι → ℝ} (j : ι) {D₀ D₁ : ℝ} (hD : D₀ ≠ 0)
    (hmin : ∀ D, pairingEnergy g ξ univ D₀ ≤ pairingEnergy g ξ univ D)
    (hb : ∀ D, blockedEnergy g ξ j D₁ ≤ blockedEnergy g ξ j D) : |D₁| < |D₀| := by
  obtain ⟨D₂, h₂⟩ := exists_relaxation j hD hmin
  have hq : qpEnergy (ξ j) D₁ < qpEnergy (ξ j) D₀ := by
    linarith [hb D₂, hmin D₁, blockedEnergy_eq g ξ j D₀, blockedEnergy_eq g ξ j D₁]
  have hsq := pow_lt_pow_left₀ hq (Real.sqrt_nonneg _) two_ne_zero
  rw [qpEnergy_sq, qpEnergy_sq] at hsq
  exact sq_lt_sq.mp (by linarith)

end

end SelfConsistentBlocking
```

```lean
#print axioms SelfConsistentBlocking.blockingEnergy_bounds
#print axioms SelfConsistentBlocking.blocked_gap_lt
```

```
'SelfConsistentBlocking.blockingEnergy_bounds' depends on axioms: [propext, Classical.choice, Quot.sound]
'SelfConsistentBlocking.blocked_gap_lt' depends on axioms: [propext, Classical.choice, Quot.sound]
```

## How the proof follows the derivation

`exists_minimiser` combines compactness with the estimate outside the interval. In `blockingEnergy_bounds`, `he` uses it to replace the infimum by the value at D₁. `blockedEnergy_eq` restores the missing term of the sum to obtain F_j = F + E_j, after which `linarith` combines the minimum inequalities into the two bounds.

`exists_relaxation` is the slope argument: it differentiates both functionals and sets their derivatives to zero at the supposed common minimum. `qpEnergy_midpoint` supplies the concavity inequality for the case D₁ = 0. `blocked_gap_lt` follows the last chain above, then squares the quasiparticle energies to compare the fields.
